# An exchange tensor invisible from three non-coplanar reference directions is zero, while any two directions miss a Dzyaloshinskii–Moriya vector

In a force-theorem calculation of anisotropic exchange, the magnetization of a collinear reference state can be pointed along $x$, $y$ and $z$ in turn, and the nine components of a pair's exchange tensor $J$ are then assembled from spin tilts perpendicular to each reference. Provided that the same real $3\times3$ matrix $J$ applies at every reference and only these transverse bilinear energies are used, three such runs leave no nonzero tensor undetected, while with two runs some nonzero tensor always goes undetected.

```lean
import Mathlib

open Matrix

namespace ForceTheoremReferences

noncomputable section

/-- Bilinear pair energy `u · J v` of two spin vectors coupled by the exchange tensor `J`. -/
def pairEnergy (J : Matrix (Fin 3) (Fin 3) ℝ) (u v : Fin 3 → ℝ) : ℝ := u ⬝ᵥ J *ᵥ v

/-- `J` is invisible from the reference magnetization `n` if the pair energy vanishes for all
spin deviations `u`, `v` perpendicular to `n`. -/
def Invisible (n : Fin 3 → ℝ) (J : Matrix (Fin 3) (Fin 3) ℝ) : Prop :=
  ∀ u v : Fin 3 → ℝ, n ⬝ᵥ u = 0 → n ⬝ᵥ v = 0 → pairEnergy J u v = 0

/-- Unit vector along the `k`-th coordinate axis. -/
def axis (k : Fin 3) : Fin 3 → ℝ := Pi.single k 1

/-- Dzyaloshinskii-Moriya vector of `J`, built from its antisymmetric part. -/
def dmVector (J : Matrix (Fin 3) (Fin 3) ℝ) : Fin 3 → ℝ :=
  ![(J 1 2 - J 2 1) / 2, (J 2 0 - J 0 2) / 2, (J 0 1 - J 1 0) / 2]

/-- The pure Dzyaloshinskii-Moriya exchange tensor built from a vector `D`. -/
def dmTensor (D : Fin 3 → ℝ) : Matrix (Fin 3) (Fin 3) ℝ :=
  !![0, D 2, -D 1; -D 2, 0, D 0; D 1, -D 0, 0]

/-- The pair energy of the DM tensor of `D` is `D · (u × v)`. -/
theorem pairEnergy_dmTensor (D u v : Fin 3 → ℝ) :
    pairEnergy (dmTensor D) u v = D ⬝ᵥ (u ⨯₃ v) := by
  simp only [pairEnergy, dmTensor, dotProduct, mulVec, Fin.sum_univ_three, cross_apply]
  simp
  ring

/-- The DM tensor of `D` is antisymmetric, has DM vector `D`, and is nonzero when `D` is. -/
theorem dmTensor_spec (D : Fin 3 → ℝ) :
    (dmTensor D)ᵀ = -dmTensor D ∧ dmVector (dmTensor D) = D ∧ (D ≠ 0 → dmTensor D ≠ 0) := by
  have hvec : dmVector (dmTensor D) = D := by
    ext i
    fin_cases i <;> simp [dmVector, dmTensor]
  refine ⟨?_, hvec, fun hD h0 => hD ?_⟩
  · ext i j
    fin_cases i <;> fin_cases j <;> simp [dmTensor]
  · rw [← hvec, h0]
    ext i
    fin_cases i <;> simp [dmVector]

/-- A tensor invisible from `n` has no DM component along `n`. -/
theorem dmVector_dot_eq_zero {n : Fin 3 → ℝ} {J : Matrix (Fin 3) (Fin 3) ℝ}
    (h : Invisible n J) : dmVector J ⬝ᵥ n = 0 := by
  -- test with `u = n × a`, `v = n × b`, whose cross product is `[n, a, b] n`
  have key : ∀ a b : Fin 3 → ℝ, (dmVector J ⬝ᵥ n) * (n ⬝ᵥ (a ⨯₃ b)) = 0 := by
    intro a b
    have h1 := h (n ⨯₃ a) (n ⨯₃ b) (dot_self_cross n a) (dot_self_cross n b)
    have h2 := h (n ⨯₃ b) (n ⨯₃ a) (dot_self_cross n b) (dot_self_cross n a)
    have hid : pairEnergy J (n ⨯₃ a) (n ⨯₃ b) - pairEnergy J (n ⨯₃ b) (n ⨯₃ a)
        = 2 * ((dmVector J ⬝ᵥ n) * (n ⬝ᵥ (a ⨯₃ b))) := by
      simp only [pairEnergy, dmVector, dotProduct, mulVec, Fin.sum_univ_three, cross_apply]
      simp
      ring
    linarith
  have e0 : n ⬝ᵥ (![0, 1, 0] ⨯₃ ![0, 0, 1]) = n 0 := by
    simp only [dotProduct, Fin.sum_univ_three, cross_apply]
    simp
  have e1 : n ⬝ᵥ (![0, 0, 1] ⨯₃ ![1, 0, 0]) = n 1 := by
    simp only [dotProduct, Fin.sum_univ_three, cross_apply]
    simp
  have e2 : n ⬝ᵥ (![1, 0, 0] ⨯₃ ![0, 1, 0]) = n 2 := by
    simp only [dotProduct, Fin.sum_univ_three, cross_apply]
    simp
  have k0 := e0 ▸ key ![0, 1, 0] ![0, 0, 1]
  have k1 := e1 ▸ key ![0, 0, 1] ![1, 0, 0]
  have k2 := e2 ▸ key ![1, 0, 0] ![0, 1, 0]
  apply mul_self_eq_zero.mp
  simp only [dotProduct, Fin.sum_univ_three] at k0 k1 k2 ⊢
  linear_combination dmVector J 0 * k0 + dmVector J 1 * k1 + dmVector J 2 * k2

/-- From a nonzero reference `n`, the DM tensor of `D` is invisible exactly when `D` is
perpendicular to `n`. -/
theorem invisible_dmTensor_iff {n : Fin 3 → ℝ} (hn : n ≠ 0) (D : Fin 3 → ℝ) :
    Invisible n (dmTensor D) ↔ D ⬝ᵥ n = 0 := by
  constructor
  · intro h
    have := dmVector_dot_eq_zero h
    rwa [(dmTensor_spec D).2.1] at this
  · intro hD u v hu hv
    -- expand `n` in the frame reciprocal to `D, u, v`
    have hid : (D ⬝ᵥ (u ⨯₃ v)) • n
        = (D ⬝ᵥ n) • (u ⨯₃ v) + (n ⬝ᵥ u) • (v ⨯₃ D) + (n ⬝ᵥ v) • (D ⨯₃ u) := by
      simp only [dotProduct, Fin.sum_univ_three, cross_apply]
      ext i
      fin_cases i <;> simp <;> ring
    rw [hD, hu, hv, zero_smul, zero_smul, zero_smul, add_zero, add_zero] at hid
    rw [pairEnergy_dmTensor]
    exact (smul_eq_zero.mp hid).resolve_right hn

/-- `J` is invisible from the axis `k` exactly when its entries with both indices different
from `k` vanish. -/
theorem invisible_axis_iff (k : Fin 3) (J : Matrix (Fin 3) (Fin 3) ℝ) :
    Invisible (axis k) J ↔ ∀ a b, a ≠ k → b ≠ k → J a b = 0 := by
  constructor
  · intro h a b ha hb
    have := h (axis a) (axis b) (by simp [axis, ha.symm]) (by simp [axis, hb.symm])
    simpa [pairEnergy, axis] using this
  · intro h u v hu hv
    have hu' : u k = 0 := by simpa [axis] using hu
    have hv' : v k = 0 := by simpa [axis] using hv
    show ∑ a, u a * ∑ b, J a b * v b = 0
    refine Finset.sum_eq_zero fun a _ => ?_
    by_cases ha : a = k
    · rw [ha, hu', zero_mul]
    · refine mul_eq_zero_of_right _ (Finset.sum_eq_zero fun b _ => ?_)
      by_cases hb : b = k
      · rw [hb, hv', mul_zero]
      · rw [h a b ha hb, zero_mul]

/-- An exchange tensor invisible from each of the three coordinate axes is zero. -/
theorem eq_zero_of_invisible_axes {J : Matrix (Fin 3) (Fin 3) ℝ}
    (h : ∀ k, Invisible (axis k) J) : J = 0 := by
  ext a b
  -- some axis differs from both indices
  have third : ∀ a b : Fin 3, ∃ k, a ≠ k ∧ b ≠ k := by decide
  obtain ⟨k, ha, hb⟩ := third a b
  exact (invisible_axis_iff k J).mp (h k) a b ha hb

/-- `J` is invisible from two distinct axes `i`, `j` exactly when all entries other than
`J i j` and `J j i` vanish. -/
theorem invisible_two_axes_iff {i j : Fin 3} (hij : i ≠ j) (J : Matrix (Fin 3) (Fin 3) ℝ) :
    Invisible (axis i) J ∧ Invisible (axis j) J ↔
      ∀ a b, ¬((a = i ∧ b = j) ∨ (a = j ∧ b = i)) → J a b = 0 := by
  rw [invisible_axis_iff, invisible_axis_iff]
  constructor
  · rintro ⟨hi, hj⟩ a b hab
    have split : (a ≠ i ∧ b ≠ i) ∨ (a ≠ j ∧ b ≠ j) := by omega
    rcases split with ⟨h1, h2⟩ | ⟨h1, h2⟩
    · exact hi a b h1 h2
    · exact hj a b h1 h2
  · intro h
    exact ⟨fun a b ha hb => h a b (by tauto), fun a b ha hb => h a b (by tauto)⟩

/-- The DM tensor with DM vector `d ≠ 0` along axis `k` is nonzero, antisymmetric and
invisible from both of the other axes. -/
theorem two_axes_miss_dm (k : Fin 3) {d : ℝ} (hd : d ≠ 0) :
    dmTensor (d • axis k) ≠ 0 ∧ (dmTensor (d • axis k))ᵀ = -dmTensor (d • axis k) ∧
      dmVector (dmTensor (d • axis k)) = d • axis k ∧
      ∀ i, i ≠ k → Invisible (axis i) (dmTensor (d • axis k)) := by
  have hax : ∀ i, axis i ≠ 0 := fun i h => by simpa [axis] using congrFun h i
  obtain ⟨h1, h2, h3⟩ := dmTensor_spec (d • axis k)
  refine ⟨h3 (smul_ne_zero hd (hax k)), h1, h2, fun i hi => ?_⟩
  rw [invisible_dmTensor_iff (hax i)]
  simp [axis, hi]

/-- For any two nonzero reference magnetizations there is a nonzero DM vector whose tensor is
invisible from both. -/
theorem two_references_miss_dm {n m : Fin 3 → ℝ} (hn : n ≠ 0) (hm : m ≠ 0) :
    ∃ D : Fin 3 → ℝ, D ≠ 0 ∧ Invisible n (dmTensor D) ∧ Invisible m (dmTensor D) := by
  have hdet : (Matrix.of ![n, m, 0] : Matrix (Fin 3) (Fin 3) ℝ).det = 0 := by
    simp [Matrix.det_fin_three]
  obtain ⟨D, hD, hker⟩ := Matrix.exists_mulVec_eq_zero_iff.mpr hdet
  have h0 : n ⬝ᵥ D = 0 := congrFun hker 0
  have h1 : m ⬝ᵥ D = 0 := congrFun hker 1
  refine ⟨D, hD, ?_, ?_⟩
  · rwa [invisible_dmTensor_iff hn, dotProduct_comm]
  · rwa [invisible_dmTensor_iff hm, dotProduct_comm]

/-- For three nonzero reference magnetizations, the rows of `N`, the zero tensor is the only
one invisible from all three exactly when `det N ≠ 0`. -/
theorem three_references_suffice_iff (N : Matrix (Fin 3) (Fin 3) ℝ) (hN : ∀ i, N i ≠ 0) :
    (∀ J, (∀ i, Invisible (N i) J) → J = 0) ↔ N.det ≠ 0 := by
  constructor
  · -- a vector perpendicular to all references is an invisible DM vector
    intro h hdet
    obtain ⟨D, hD, hker⟩ := Matrix.exists_mulVec_eq_zero_iff.mpr hdet
    refine (dmTensor_spec D).2.2 hD (h _ fun i => ?_)
    rw [invisible_dmTensor_iff (hN i), dotProduct_comm]
    exact congrFun hker i
  · intro hdet J h
    have hu : IsUnit N.det := isUnit_iff_ne_zero.mpr hdet
    have hNF : N * N⁻¹ = 1 := Matrix.mul_nonsing_inv N hu
    have hFN : N⁻¹ * N = 1 := Matrix.nonsing_inv_mul N hu
    generalize N⁻¹ = F at hNF hFN
    -- the columns of the inverse are the dual basis
    have dual : ∀ k a, a ≠ k → N k ⬝ᵥ (fun l => F l a) = 0 := by
      intro k a hak
      have : (N * F) k a = 0 := by rw [hNF, Matrix.one_apply_ne hak.symm]
      exact this
    have hzero : Fᵀ * (J * F) = 0 := by
      ext a b
      have third : ∀ a b : Fin 3, ∃ k, a ≠ k ∧ b ≠ k := by decide
      obtain ⟨k, ha, hb⟩ := third a b
      exact h k _ _ (dual k a ha) (dual k b hb)
    have hT : Nᵀ * Fᵀ = 1 := by rw [← Matrix.transpose_mul, hFN, Matrix.transpose_one]
    calc J = (Nᵀ * Fᵀ) * J * (F * N) := by rw [hT, hFN, one_mul, mul_one]
      _ = Nᵀ * (Fᵀ * (J * F)) * N := by simp only [mul_assoc]
      _ = 0 := by rw [hzero, mul_zero, zero_mul]

end

end ForceTheoremReferences
```

```lean
#print axioms ForceTheoremReferences.invisible_two_axes_iff
-- 'ForceTheoremReferences.invisible_two_axes_iff' depends on axioms: [propext, Classical.choice, Quot.sound]
#print axioms ForceTheoremReferences.two_axes_miss_dm
-- 'ForceTheoremReferences.two_axes_miss_dm' depends on axioms: [propext, Classical.choice, Quot.sound]
#print axioms ForceTheoremReferences.two_references_miss_dm
-- 'ForceTheoremReferences.two_references_miss_dm' depends on axioms: [propext, Classical.choice, Quot.sound]
#print axioms ForceTheoremReferences.three_references_suffice_iff
-- 'ForceTheoremReferences.three_references_suffice_iff' depends on axioms: [propext, Classical.choice, Quot.sound]
```

## Invisible tensors and the theorems about them

Vectors are functions `Fin 3 → ℝ`, with the indices $0,1,2$ standing for $x,y,z$, and `axis k` is the unit vector $\mathbf e_k$. For a real matrix $J$ and vectors $\mathbf u,\mathbf v$, `pairEnergy J u v` is $\mathbf u\cdot J\mathbf v=\sum_{a,b}u_aJ_{ab}v_b$. The predicate `Invisible n J` says that $\mathbf u\cdot J\mathbf v=0$ whenever $\mathbf n\cdot\mathbf u=0$ and $\mathbf n\cdot\mathbf v=0$. The Dzyaloshinskii–Moriya (DM) vector `dmVector J` is
$$\mathbf D(J)=\tfrac12\,(J_{12}-J_{21},\;J_{20}-J_{02},\;J_{01}-J_{10}),$$
and for a vector $\mathbf D$ the pure DM tensor `dmTensor D` is
$$J^{\mathbf D}=\begin{pmatrix}0&D_2&-D_1\\-D_2&0&D_0\\D_1&-D_0&0\end{pmatrix}.$$

For the coordinate axes, `eq_zero_of_invisible_axes` states that a tensor invisible from all three axes is zero. For distinct axes $i\neq j$, `invisible_two_axes_iff` states that $J$ is invisible from both exactly when every entry other than $J_{ij}$ and $J_{ji}$ vanishes. The explicit example is `two_axes_miss_dm`: for any axis $k$ and any real $d\neq0$, the tensor $J^{d\mathbf e_k}$ is nonzero, antisymmetric, has DM vector $d\,\mathbf e_k$, and is invisible from both other axes.

For arbitrary references, `two_references_miss_dm` gives, for any nonzero $\mathbf n$ and $\mathbf m$, a nonzero $\mathbf D$ with $J^{\mathbf D}$ invisible from both. In `three_references_suffice_iff` three nonzero references $\mathbf n_0,\mathbf n_1,\mathbf n_2$ are the rows of a matrix $N$, and the zero tensor is the only one invisible from all three exactly when $\det N\neq0$, that is, when the references are not coplanar.

## Transverse tilts of two spins

The magnetic force theorem evaluates the energy change under small rotations of the moments from the change in the sum of one-electron energies, with the exchange field rotated rigidly along with the moments and no new self-consistent calculation. None of this electronic structure is formalised: there is no Hamiltonian, Green's function or formula for $J$. What enters is a geometric feature of such rotations, and it is put in by definition through `Invisible`. Let $\hat{\mathbf n}$ be the unit reference direction, and let two unit spins be tilted by $\mathbf u,\mathbf v\perp\hat{\mathbf n}$, so that $\mathbf s_1=\alpha\,\hat{\mathbf n}+\mathbf u$ and $\mathbf s_2=\beta\,\hat{\mathbf n}+\mathbf v$ with $\alpha=\sqrt{1-|\mathbf u|^2}$ and $\beta=\sqrt{1-|\mathbf v|^2}$. Then
$$\mathbf s_1\cdot J\mathbf s_2=\alpha\beta\,\hat{\mathbf n}\cdot J\hat{\mathbf n}+\beta\,\mathbf u\cdot J\hat{\mathbf n}+\alpha\,\hat{\mathbf n}\cdot J\mathbf v+\mathbf u\cdot J\mathbf v .$$
At second order in the tilts, the only term that involves both $\mathbf u$ and $\mathbf v$ is $\mathbf u\cdot J\mathbf v$. This expansion, like the remarks on scaling and linearity below, is interpretation and appears in no Lean statement.

Because $\mathbf u\cdot J\mathbf v$ is bilinear, the tilts in `Invisible` need not be small, and the reference need not be normalised: $\mathbf n$ and $\hat{\mathbf n}=\mathbf n/|\mathbf n|$ have the same perpendicular plane. An overall sign or factor of two in the energy convention leaves invisibility unchanged, although it rescales $\mathbf D$. The pair energy is also linear in $J$, so two tensors give the same transverse energies exactly when their difference is invisible, and this is the sense in which three axes fix the tensor. The hypotheses `hn`, `hm` and `hN` express that a reference is a direction. For $\mathbf n=0$ every vector counts as perpendicular, so invisibility would require all pair energies to vanish.

The model has one pair, classical spins in $\mathbb R^3$, a bilinear coupling, and exact vanishing with no numerical tolerance. A single $J$ is tested at all references, so any dependence of the extracted parameters on the reference state is excluded by assumption. Terms that depend on one tilt only, such as the torque term $\mathbf u\cdot J\hat{\mathbf n}$ and single-site anisotropy, are not used, and no crystal symmetry constrains $J$. Within these limits the result bears on the spin models fed to atomistic spin simulations: for a pair whose exchange tensor is not restricted by symmetry, transverse bilinear data from two references leave at least one component of $\mathbf D$ undetermined.

## The DM vector seen from one reference

Multiplying out gives $\mathbf u\cdot J^{\mathbf D}\mathbf v=\mathbf D\cdot(\mathbf u\times\mathbf v)$, which is `pairEnergy_dmTensor`; the sums are expanded and `ring` compares polynomials. Reading off entries gives $(J^{\mathbf D})^{T}=-J^{\mathbf D}$ and $\mathbf D(J^{\mathbf D})=\mathbf D$. Since $\mathbf D(0)=0$, the tensor $J^{\mathbf D}$ is nonzero whenever $\mathbf D$ is. These three facts make up `dmTensor_spec`.

For a general $J$, exchanging the two spins isolates the antisymmetric part:
$$\mathbf u\cdot J\mathbf v-\mathbf v\cdot J\mathbf u=\sum_{a,b}(J_{ab}-J_{ba})\,u_av_b=2\,\mathbf D(J)\cdot(\mathbf u\times\mathbf v).$$
Write $[\mathbf n,\mathbf a,\mathbf b]=\mathbf n\cdot(\mathbf a\times\mathbf b)$ for the triple product. For arbitrary vectors $\mathbf a,\mathbf b$, the tilts $\mathbf u=\mathbf n\times\mathbf a$ and $\mathbf v=\mathbf n\times\mathbf b$ are perpendicular to $\mathbf n$, and $\mathbf u\times\mathbf v=[\mathbf n,\mathbf a,\mathbf b]\,\mathbf n$. If $J$ is invisible from $\mathbf n$, both energies on the left vanish, and so
$$(\mathbf D(J)\cdot\mathbf n)\,[\mathbf n,\mathbf a,\mathbf b]=0 .$$
This is `key` in `dmVector_dot_eq_zero`, with `hid` combining the two vector identities in components. The choices $(\mathbf a,\mathbf b)=(\mathbf e_1,\mathbf e_2)$, $(\mathbf e_2,\mathbf e_0)$, $(\mathbf e_0,\mathbf e_1)$ turn the triple product into $n_0$, $n_1$, $n_2$, which gives $(\mathbf D(J)\cdot\mathbf n)\,n_c=0$ for $c=0,1,2$ (`k0`, `k1`, `k2`). Multiplying by $D(J)_c$ and summing over $c$ gives $(\mathbf D(J)\cdot\mathbf n)^2=0$, the `linear_combination` step, and hence $\mathbf D(J)\cdot\mathbf n=0$.

For a pure DM tensor and $\mathbf n\neq0$ the converse also holds, and `invisible_dmTensor_iff` states that $J^{\mathbf D}$ is invisible from $\mathbf n$ exactly when $\mathbf D\cdot\mathbf n=0$. The forward direction applies the previous lemma with $\mathbf D(J^{\mathbf D})=\mathbf D$. The backward direction uses the identity
$$[\mathbf D,\mathbf u,\mathbf v]\,\mathbf n=(\mathbf D\cdot\mathbf n)\,\mathbf u\times\mathbf v+(\mathbf n\cdot\mathbf u)\,\mathbf v\times\mathbf D+(\mathbf n\cdot\mathbf v)\,\mathbf D\times\mathbf u,$$
valid for any four vectors and verified component by component. All three coefficients on the right vanish, so $[\mathbf D,\mathbf u,\mathbf v]\,\mathbf n=0$, and `smul_eq_zero` with $\mathbf n\neq0$ gives $\mathbf D\cdot(\mathbf u\times\mathbf v)=0$, which is the pair energy. A reference therefore detects a pure DM tensor only through the component of $\mathbf D$ along itself.

## Blocks of $J$ seen from the axes

For $\mathbf n=\mathbf e_k$, perpendicularity means $u_k=v_k=0$. Testing with $\mathbf u=\mathbf e_a$, $\mathbf v=\mathbf e_b$ for $a,b\neq k$ returns $J_{ab}$, so invisibility forces the $2\times2$ block with both indices different from $k$ to vanish. Conversely, if that block vanishes, each term $u_aJ_{ab}v_b$ is zero because $a=k$, or $b=k$, or $J_{ab}=0$. In `invisible_axis_iff` these are the two `by_cases` splits inside the double sum.

Two indices $a,b$ take at most two of the three values, so some $k$ differs from both, and $J_{ab}$ lies in the block seen from $\mathbf e_k$. The statement `third` is this finite fact, checked by `decide`, and it gives $J=0$ entry by entry when all three axes are used.

With only the axes $i\neq j$, an entry $J_{ab}$ escapes both blocks when $i$ and $j$ both occur among $a,b$, that is, when $(a,b)=(i,j)$ or $(j,i)$; this case analysis is `split`, closed by `omega`. For the axes $0$ and $1$ the invisible tensors are those with only $J_{01}$ and $J_{10}$ free. The choice $J_{01}=d$, $J_{10}=-d$ is $J^{d\mathbf e_2}$, and the symmetric choice $J_{01}=J_{10}$ is missed as well. The proof of `two_axes_miss_dm` takes three of its four claims from `dmTensor_spec` and the last from $d\,\mathbf e_k\cdot\mathbf e_i=0$ for $i\neq k$.

## General references and the dual basis

The matrix with rows $\mathbf n$, $\mathbf m$, $0$ has zero determinant, so `Matrix.exists_mulVec_eq_zero_iff` supplies a nonzero kernel vector $\mathbf D$. Rows $0$ and $1$ of the kernel equation read $\mathbf n\cdot\mathbf D=0$ and $\mathbf m\cdot\mathbf D=0$, so $J^{\mathbf D}$ is invisible from both references. The argument includes parallel $\mathbf n$ and $\mathbf m$. The same step gives one direction of `three_references_suffice_iff`: if $\det N=0$, a nonzero kernel vector of $N$ is perpendicular to all three rows, and its DM tensor is nonzero and invisible.

If $\det N\neq0$, let $F=N^{-1}$ have columns $\mathbf f_0,\mathbf f_1,\mathbf f_2$. The equation $NF=1$ reads $\mathbf n_k\cdot\mathbf f_a=\delta_{ka}$, so $\mathbf f_a\perp\mathbf n_k$ for $a\neq k$, which is `dual`. For any $a,b$ choose $k$ different from both. Then $\mathbf f_a$ and $\mathbf f_b$ are admissible tilts at $\mathbf n_k$, and
$$(F^{T}JF)_{ab}=\mathbf f_a\cdot J\mathbf f_b=0,$$
which is `hzero`. Transposing $FN=1$ gives $N^{T}F^{T}=1$ (`hT`), and the closing `calc` block is
$$J=(N^{T}F^{T})\,J\,(FN)=N^{T}\,(F^{T}JF)\,N=0 .$$
